# For exponentially distributed energies, a geometric temperature ladder between fixed ends maximises the smallest swap acceptance

Setting up a temperature replica exchange simulation includes choosing how many replicas to run and how to space their temperatures between a cold end and a hot end. A pair of neighbours that rarely swaps is a bottleneck, so a natural target is to make the smallest neighbour acceptance as large as possible. For replicas whose energies are exponentially distributed, these notes derive the best attainable value for given end temperatures and a given number of replicas, and show that only the geometric ladder attains it.

## Two replicas with exponential energies

Let $b$ and $c$ be inverse temperatures with $0<c\le b$, so that $b$ belongs to the colder replica. Let their energies $x$ and $y$ be independent, with densities $b\,e^{-bx}$ and $c\,e^{-cy}$ on the positive half-line. These are Boltzmann distributions for a constant density of states, as for the total energy of one classical harmonic oscillator in one dimension. The Metropolis rule accepts a swap with probability $\min(1,e^{(b-c)(x-y)})$.

Fix $x$ and split the integral over $y$ at $y=x$. For $y\le x$ the swap is always accepted, which contributes

$$b\,e^{-bx}\int_0^x c\,e^{-cy}\,dy=b\,e^{-bx}\left(1-e^{-cx}\right).$$

For $y>x$ the Metropolis factor exchanges the two energies in the Boltzmann weights, since $e^{-bx-cy}\,e^{(b-c)(x-y)}=e^{-cx-by}$. This part contributes

$$bc\,e^{-cx}\int_x^\infty e^{-by}\,dy=c\,e^{-(b+c)x}.$$

The sum is $b\,e^{-bx}+(c-b)\,e^{-(b+c)x}$. Integrating over $x$ gives the mean acceptance

$$1+\frac{c-b}{b+c}=\frac{2c}{b+c}.$$

It depends only on the ratio $b/c$. For two inverse temperatures $b$ and $c$ in either order, the acceptance is $A(b,c)=2\min(b,c)/(b+c)$.

## The bound for a whole ladder

Let $b_0,\dots,b_N$ be positive inverse temperatures with $N\ge1$ and $b_N\le b_0$, and set $r=(b_0/b_N)^{1/N}$, so that $r\ge1$. Then

$$\min_{0\le i<N}A(b_i,b_{i+1})\le\frac{2}{1+r},$$

with equality exactly when there is a constant $q$ with $b_i=q\,b_{i+1}$ for all $i<N$.

Suppose first that every neighbour acceptance is at least $2/(1+r)$. Clearing denominators gives

$$b_i+b_{i+1}\le(1+r)\min(b_i,b_{i+1})\le(1+r)\,b_{i+1},$$

hence $b_i\le r\,b_{i+1}$. Multiplying by $r^i$ shows that $r^ib_i$ does not decrease along the ladder:

$$b_0\le r\,b_1\le r^2b_2\le\dots\le r^Nb_N=b_0.$$

The two ends agree, so every inequality is an equality and $b_i=r\,b_{i+1}$ throughout. Since $r\ge1$, the smaller member of each pair is $b_{i+1}$, and each acceptance is

$$\frac{2b_{i+1}}{r\,b_{i+1}+b_{i+1}}=\frac{2}{1+r}.$$

The minimum therefore cannot exceed the bound, and if it equals the bound the ladder is geometric.

Conversely, let $b_i=q\,b_{i+1}$ for all $i<N$. Positivity of the $b_i$ gives $q>0$, and multiplying the steps together gives $b_0=q^Nb_N$. Hence $q=r$, and every acceptance equals $2/(1+r)$.

For $N=1$ there is a single pair, every ladder is geometric, and equality always holds.

## How many replicas a target acceptance requires

If every neighbour acceptance is to be at least $a$, with $0<a\le1$, the same chain with $r=(2-a)/a$ gives

$$\frac{b_0}{b_N}\le\left(\frac{2-a}{a}\right)^N.$$

Take $b_0/b_N=2$ and $a=0.8$. Then $(2-a)/a=1.5$, so one step is too few, while two steps allow a span of $2.25$. The geometric ladder with three replicas has $r=\sqrt2$ and acceptance $2/(1+\sqrt2)\approx0.83$.

These numbers belong to the exponential model. For the total energy of $n$ independent classical harmonic oscillators in one dimension, the width of the distribution relative to its mean falls as $1/\sqrt n$, and keeping the same acceptance as $n$ grows takes more closely spaced temperatures.

## Why the ends must be ordered

Without $b_N\le b_0$ the equality criterion fails. Take $N=1$, $b_0=1$ and $b_1=2$. The ladder is geometric with $q=1/2$, and its acceptance is $2/3$, but the formula for the bound gives $2/(1+1/2)=4/3$.

## The statement in Lean

```lean
import Mathlib

open MeasureTheory

namespace ReplicaExchangeLadder

noncomputable section

/-- Mean Metropolis swap acceptance of two independent replicas at inverse temperatures `b` and `c`
whose energies have the densities `b exp (-b x)` and `c exp (-c y)` on the positive half-line. -/
def metropolisMean (b c : ℝ) : ℝ :=
  ∫ x in Set.Ioi (0 : ℝ), ∫ y in Set.Ioi (0 : ℝ),
    (b * Real.exp (-b * x)) * (c * Real.exp (-c * y)) * min 1 (Real.exp ((b - c) * (x - y)))

/-- The closed acceptance formula: twice the smaller inverse temperature over the sum. -/
def swapAcceptance (x y : ℝ) : ℝ := 2 * min x y / (x + y)

/-- The smallest neighbour acceptance on the ladder `b 0, ..., b N`. -/
def minAcceptance (b : ℕ → ℝ) (N : ℕ) (hN : N ≠ 0) : ℝ :=
  (Finset.range N).inf' (Finset.nonempty_range_iff.2 hN)
    (fun i => swapAcceptance (b i) (b (i + 1)))

/-- The integral of a Boltzmann factor over all energies above `a`. -/
theorem boltzmann_tail {k : ℝ} (hk : 0 < k) (a : ℝ) :
    ∫ y in Set.Ioi a, Real.exp (-k * y) = Real.exp (-k * a) / k := by
  rw [integral_exp_mul_Ioi (by linarith) a]
  exact neg_div_neg_eq _ _

/-- The swap acceptance averaged over the energy of the hotter replica, weighted by the
density of the colder replica at energy `x`. -/
theorem inner_average {b c x : ℝ} (hc : 0 < c) (hcb : c ≤ b) (hx : 0 ≤ x) :
    ∫ y in Set.Ioi (0 : ℝ), (b * Real.exp (-b * x)) * (c * Real.exp (-c * y)) *
        min 1 (Real.exp ((b - c) * (x - y)))
      = b * Real.exp (-b * x) + (c - b) * Real.exp (-(b + c) * x) := by
  have hb : 0 < b := lt_of_lt_of_le hc hcb
  have hd : Disjoint (Set.Ioc 0 x) (Set.Ioi x) :=
    Set.disjoint_left.2 fun y h h' => not_lt_of_ge h.2 h'
  -- below `x` the swap is always accepted
  have h1 : Set.EqOn (fun y => (b * Real.exp (-b * x)) * (c * Real.exp (-c * y)) *
      min 1 (Real.exp ((b - c) * (x - y))))
      (fun y => (b * Real.exp (-b * x) * c) * Real.exp (-c * y)) (Set.Ioc 0 x) := by
    intro y hy
    have h : 1 ≤ Real.exp ((b - c) * (x - y)) :=
      Real.one_le_exp (mul_nonneg (by linarith) (by linarith [hy.2]))
    simp only [min_eq_left h]
    ring
  -- above `x` the Metropolis factor exchanges the two energies
  have h2 : Set.EqOn (fun y => (b * Real.exp (-b * x)) * (c * Real.exp (-c * y)) *
      min 1 (Real.exp ((b - c) * (x - y))))
      (fun y => (b * c * Real.exp (-c * x)) * Real.exp (-b * y)) (Set.Ioi x) := by
    intro y hy
    have hy' : x < y := hy
    have h : Real.exp ((b - c) * (x - y)) ≤ 1 :=
      Real.exp_le_one_iff.2 (mul_nonpos_of_nonneg_of_nonpos (by linarith) (by linarith))
    have e : Real.exp (-b * x) * Real.exp (-c * y) * Real.exp ((b - c) * (x - y))
        = Real.exp (-c * x) * Real.exp (-b * y) := by
      rw [← Real.exp_add, ← Real.exp_add, ← Real.exp_add]
      congr 1
      ring
    simp only [min_eq_right h]
    linear_combination b * c * e
  have i0 : IntegrableOn (fun y => Real.exp (-c * y)) (Set.Ioc 0 x) :=
    (exp_neg_integrableOn_Ioi 0 hc).mono_set Set.Ioc_subset_Ioi_self
  have hs : ∫ y in Set.Ioi (0 : ℝ), Real.exp (-c * y)
      = (∫ y in Set.Ioc 0 x, Real.exp (-c * y)) + ∫ y in Set.Ioi x, Real.exp (-c * y) := by
    rw [← setIntegral_union hd measurableSet_Ioi i0 (exp_neg_integrableOn_Ioi x hc),
      Set.Ioc_union_Ioi_eq_Ioi hx]
  rw [boltzmann_tail hc 0, boltzmann_tail hc x, mul_zero, Real.exp_zero] at hs
  have hI : ∫ y in Set.Ioc 0 x, Real.exp (-c * y) = (1 - Real.exp (-c * x)) / c := by
    linear_combination -hs
  have e2 : Real.exp (-(b + c) * x) = Real.exp (-b * x) * Real.exp (-c * x) := by
    rw [← Real.exp_add]
    congr 1
    ring
  rw [← Set.Ioc_union_Ioi_eq_Ioi hx, setIntegral_union hd measurableSet_Ioi
      (IntegrableOn.congr_fun (i0.const_mul _) h1.symm measurableSet_Ioc)
      (IntegrableOn.congr_fun ((exp_neg_integrableOn_Ioi x hb).const_mul _) h2.symm
        measurableSet_Ioi),
    setIntegral_congr_fun measurableSet_Ioc h1, setIntegral_congr_fun measurableSet_Ioi h2,
    integral_const_mul, integral_const_mul, boltzmann_tail hb x, hI, e2]
  field_simp
  ring

/-- For exponentially distributed energies and `0 < c ≤ b`, the mean Metropolis swap
acceptance is given by the closed formula and equals `2 c / (b + c)`. -/
theorem metropolisMean_eq {b c : ℝ} (hc : 0 < c) (hcb : c ≤ b) :
    metropolisMean b c = swapAcceptance b c ∧ swapAcceptance b c = 2 * c / (b + c) := by
  have hb : 0 < b := lt_of_lt_of_le hc hcb
  have hbc : 0 < b + c := by linarith
  have hacc : swapAcceptance b c = 2 * c / (b + c) := by
    rw [swapAcceptance, min_eq_right hcb]
  refine ⟨?_, hacc⟩
  rw [hacc]
  calc metropolisMean b c
      = ∫ x in Set.Ioi (0 : ℝ),
          (b * Real.exp (-b * x) + (c - b) * Real.exp (-(b + c) * x)) :=
        setIntegral_congr_fun measurableSet_Ioi
          (fun x hx => inner_average hc hcb (le_of_lt hx))
    _ = 2 * c / (b + c) := by
        rw [integral_add ((exp_neg_integrableOn_Ioi 0 hb).const_mul _)
            ((exp_neg_integrableOn_Ioi 0 hbc).const_mul _),
          integral_const_mul, integral_const_mul, boltzmann_tail hb, boltzmann_tail hbc,
          mul_zero, mul_zero, Real.exp_zero]
        field_simp
        ring

/-- A swap acceptance of at least `2 / (1 + r)` limits the ratio of the two inverse
temperatures to at most `r`. -/
theorem ratio_le_of_acceptance {x y r : ℝ} (hx : 0 < x) (hy : 0 < y) (hr : 0 < r)
    (h : 2 / (1 + r) ≤ swapAcceptance x y) : x ≤ r * y := by
  rw [swapAcceptance, div_le_div_iff₀ (by linarith) (by linarith)] at h
  have := mul_le_mul_of_nonneg_right (min_le_right x y) (by linarith : 0 ≤ 1 + r)
  nlinarith

/-- If each inverse temperature is at most `r` times the next, then `r ^ i * b i` does not
decrease along the ladder. -/
theorem scaled_ladder_mono {b : ℕ → ℝ} {N : ℕ} {r : ℝ} (hr : 0 < r)
    (h : ∀ i < N, b i ≤ r * b (i + 1)) :
    ∀ j ≤ N, ∀ i ≤ j, r ^ i * b i ≤ r ^ j * b j := by
  intro j
  induction j with
  | zero =>
    intro _ i hi
    obtain rfl : i = 0 := by omega
    exact le_rfl
  | succ j ih =>
    intro hj i hi
    rcases Nat.lt_or_ge j i with hij | hij
    · obtain rfl : i = j + 1 := by omega
      exact le_rfl
    · calc r ^ i * b i ≤ r ^ j * b j := ih (by omega) i hij
        _ ≤ r ^ j * (r * b (j + 1)) :=
          mul_le_mul_of_nonneg_left (h j (by omega)) (by positivity)
        _ = r ^ (j + 1) * b (j + 1) := by ring

/-- The smallest neighbour acceptance is at most `2 / (1 + (b 0 / b N) ^ (1 / N))`, with
equality exactly when the ladder is geometric. -/
theorem minAcceptance_le_and_eq_iff {b : ℕ → ℝ} {N : ℕ} (hN : N ≠ 0)
    (hpos : ∀ i ≤ N, 0 < b i) (hends : b N ≤ b 0) :
    minAcceptance b N hN ≤ 2 / (1 + (b 0 / b N) ^ (1 / (N : ℝ))) ∧
    (minAcceptance b N hN = 2 / (1 + (b 0 / b N) ^ (1 / (N : ℝ))) ↔
      ∃ q : ℝ, ∀ i < N, b i = q * b (i + 1)) := by
  have h0 := hpos 0 (Nat.zero_le N)
  have hNp := hpos N le_rfl
  have hN0 : 0 < N := Nat.pos_of_ne_zero hN
  obtain ⟨r, hrdef⟩ : ∃ r, r = (b 0 / b N) ^ (1 / (N : ℝ)) := ⟨_, rfl⟩
  rw [← hrdef]
  have hr1 : 1 ≤ r := by
    rw [hrdef]
    exact Real.one_le_rpow ((one_le_div hNp).2 hends) (by positivity)
  have hr : 0 < r := by linarith
  have hrN : r ^ N * b N = b 0 := by
    rw [hrdef, one_div, Real.rpow_inv_natCast_pow (by positivity) hN]
    field_simp
  -- a geometric step of ratio `r` has acceptance `2 / (1 + r)`
  have hstep : ∀ i < N, b i = r * b (i + 1) →
      swapAcceptance (b i) (b (i + 1)) = 2 / (1 + r) := by
    intro i hi h
    have hp := hpos (i + 1) hi
    have hle : b (i + 1) ≤ r * b (i + 1) := by nlinarith
    rw [h, swapAcceptance, min_eq_right hle,
      div_eq_div_iff (by positivity) (by positivity)]
    ring
  -- reaching the bound everywhere forces every step to have ratio `r`
  have hrigid : 2 / (1 + r) ≤ minAcceptance b N hN → ∀ i < N, b i = r * b (i + 1) := by
    intro h
    have hle : ∀ i < N, b i ≤ r * b (i + 1) := fun i hi =>
      ratio_le_of_acceptance (hpos i hi.le) (hpos (i + 1) hi) hr
        (h.trans (Finset.inf'_le _ (Finset.mem_range.2 hi)))
    intro i hi
    have m1 := scaled_ladder_mono hr hle N le_rfl (i + 1) hi
    have m2 := scaled_ladder_mono hr hle i hi.le 0 (Nat.zero_le i)
    rw [pow_zero, one_mul] at m2
    have m3 : r ^ i * (r * b (i + 1)) ≤ r ^ i * b i := by
      calc r ^ i * (r * b (i + 1)) = r ^ (i + 1) * b (i + 1) := by ring
        _ ≤ r ^ i * b i := by linarith
    exact le_antisymm (hle i hi) (le_of_mul_le_mul_left m3 (by positivity))
  have hfirst : minAcceptance b N hN ≤ swapAcceptance (b 0) (b (0 + 1)) :=
    Finset.inf'_le (fun i => swapAcceptance (b i) (b (i + 1))) (Finset.mem_range.2 hN0)
  refine ⟨?_, fun h => ⟨r, hrigid h.ge⟩, ?_⟩
  · by_contra hcon
    have hlt := lt_of_not_ge hcon
    have := hstep 0 hN0 (hrigid hlt.le 0 hN0)
    linarith
  · rintro ⟨q, hq⟩
    have hp1 := hpos (0 + 1) hN0
    have hqpos : 0 < q := by
      have hqe : q = b 0 / b (0 + 1) := by
        rw [eq_div_iff hp1.ne']
        exact (hq 0 hN0).symm
      rw [hqe]
      exact div_pos h0 hp1
    have hprod : ∀ j ≤ N, b 0 = q ^ j * b j := by
      intro j
      induction j with
      | zero => intro _; simp
      | succ j ih =>
        intro hj
        linear_combination ih (by omega) + q ^ j * hq j (by omega)
    -- the common ratio is fixed by the two end temperatures
    have hqr : r = q := by
      have hdiv : b 0 / b N = q ^ N := by
        rw [div_eq_iff hNp.ne']
        exact hprod N le_rfl
      rw [hrdef, hdiv, one_div, Real.pow_rpow_inv_natCast hqpos.le hN]
    rw [← hqr] at hq
    refine le_antisymm (hfirst.trans_eq (hstep 0 hN0 (hq 0 hN0))) ?_
    exact Finset.le_inf' _ _ fun i hi =>
      (hstep i (Finset.mem_range.1 hi) (hq i (Finset.mem_range.1 hi))).ge

/-- If every neighbour acceptance is at least `a`, a ladder with `N` steps spans a ratio of
inverse temperatures of at most `((2 - a) / a) ^ N`. -/
theorem span_le_of_acceptance {b : ℕ → ℝ} {N : ℕ} {a : ℝ} (ha : 0 < a) (ha1 : a ≤ 1)
    (hpos : ∀ i ≤ N, 0 < b i)
    (hacc : ∀ i < N, a ≤ swapAcceptance (b i) (b (i + 1))) :
    b 0 / b N ≤ ((2 - a) / a) ^ N := by
  have hr : 0 < (2 - a) / a := div_pos (by linarith) ha
  have he : 2 / (1 + (2 - a) / a) = a := by
    rw [div_eq_iff (by positivity)]
    field_simp
    ring
  have hle : ∀ i < N, b i ≤ (2 - a) / a * b (i + 1) := fun i hi =>
    ratio_le_of_acceptance (hpos i hi.le) (hpos (i + 1) hi) hr (he.le.trans (hacc i hi))
  have h := scaled_ladder_mono hr hle N le_rfl 0 (Nat.zero_le N)
  rw [pow_zero, one_mul] at h
  exact (div_le_iff₀ (hpos N le_rfl)).2 h

end

end ReplicaExchangeLadder
```

```lean
#print axioms ReplicaExchangeLadder.metropolisMean_eq
#print axioms ReplicaExchangeLadder.minAcceptance_le_and_eq_iff
#print axioms ReplicaExchangeLadder.span_le_of_acceptance
```

```
'ReplicaExchangeLadder.metropolisMean_eq' depends on axioms: [propext, Classical.choice, Quot.sound]
'ReplicaExchangeLadder.minAcceptance_le_and_eq_iff' depends on axioms: [propext, Classical.choice, Quot.sound]
'ReplicaExchangeLadder.span_le_of_acceptance' depends on axioms: [propext, Classical.choice, Quot.sound]
```

## Reading the definitions and hypotheses

`metropolisMean b c` is the double integral over the two energies, with the first argument belonging to the energy `x`. `swapAcceptance` is the closed formula $A$. The theorem `metropolisMean_eq` identifies the two when `0 < c` and `c ≤ b`, so on a decreasing ladder it covers every neighbour pair.

The ladder is a function `b : ℕ → ℝ`, of which only the values at $0,\dots,N$ matter. `minAcceptance b N hN` is the minimum over the $N$ neighbour pairs, and the argument `hN : N ≠ 0` guarantees that there is at least one.

In `minAcceptance_le_and_eq_iff`, `hpos` says that the inverse temperatures are positive and `hends` orders the two ends. The intermediate values need not be ordered, so a strictly decreasing ladder is a special case. The conclusion joins the inequality to the equivalence between equality and the existence of a common ratio `q`. The corollary `span_le_of_acceptance` needs no ordering of the ends.

The exponential energy distribution and the independence of the replicas are built into the definition of `metropolisMean`; they are not derived from a Hamiltonian. The quantity optimised is the smallest mean acceptance, and the theorems say nothing about round-trip times or about sampling within each replica.

## How the proof follows the derivation

**The acceptance integral.** `boltzmann_tail` evaluates $\int_a^\infty e^{-ky}\,dy=e^{-ka}/k$. `inner_average` carries out the split at $y=x$: `h1` rewrites the integrand where the swap is always accepted, and `h2` rewrites it where the energies change places. The integral up to $x$ is obtained in `hI` as the difference of two tails. Much of the remaining work supplies the integrability needed to add the two parts. `metropolisMean_eq` then integrates over `x`.

**From acceptance to ratio.** In `ratio_le_of_acceptance` the letters $x$ and $y$ stand for inverse temperatures, not energies. The lemma is the step from $A(x,y)\ge2/(1+r)$ to $x\le r\,y$. It clears the denominators and uses $\min(x,y)\le y$. `scaled_ladder_mono` proves by induction on the upper index that $r^ib_i\le r^jb_j$ whenever $i\le j\le N$.

**The bound and its equality case.** The main theorem first establishes $r\ge1$ in `hr1` and $r^Nb_N=b_0$ in `hrN`. `hstep` computes the acceptance of a step of ratio $r$; this is where the ordering of the ends enters, through $r\ge1$. `hrigid` shows that a minimum of at least $2/(1+r)$ forces every step to have ratio $r$. It does not write out the whole chain of equalities. Instead, `m1` compares position $i+1$ with the hot end and `m2` compares the cold end with position $i$. Together they give $r^{i+1}b_{i+1}\le r^ib_i$, the reverse of the known inequality.

The upper bound follows by contradiction: a minimum above $2/(1+r)$ would make the first step geometric, with acceptance exactly $2/(1+r)$. For the converse, `hprod` proves $b_0=q^jb_j$ by induction, and `hqr` takes the $N$th root to obtain $r=q$. The minimum is then bounded above by the first pair and below by all pairs.

**The span.** `span_le_of_acceptance` checks in `he` that $r=(2-a)/a$ turns $2/(1+r)$ into $a$, and then applies the same two ladder lemmas between positions $0$ and $N$.
